# Importance weights of N independent, identical components have variance c^N − 1, which grows without bound in N when target and proposal differ

Suppose that you sample from a proposal distribution \(q\) and reweight to a target distribution \(p\). With exactly normalised weights \(p/q\), the reweighted averages have the right mean for every positive \(q\), and a test on a few particles may look fine. You then run a hundred particles with the same \(q\), and it can happen that nearly every sample carries almost no weight, while the estimate hangs on a few rare ones. Knowing only that the mean is right gives no warning of this.

For independent, identical components with finitely many states, the warning can be put in numbers. One constant \(c\), computed from a single component, gives the variance of the total weight as \(c^N-1\). With \(c=1.1\) and \(N=100\) this is about \(1.4\times10^4\), so about 1.4 million independent samples are needed to bring the standard error of the average weight down to 0.1.

## Averages over independent draws

In Lean 4 with Mathlib:

```lean
import Mathlib

open Filter Topology

namespace ImportanceSampling

noncomputable section

variable {ι : Type*} [Fintype ι]
```

The type `ι` is the finite set of states of one component, such as the two states of a spin ½ or a finite selection of the energy levels of one molecule. The other lines load the mathematical library Mathlib and set up names and notation.

```lean
/-- The mean of an observable `f` over `N` independent draws from `q`. -/
def mean (q : ι → ℝ) {N : ℕ} (f : (Fin N → ι) → ℝ) : ℝ :=
  ∑ x, (∏ k, q (x k)) * f x
```

A configuration `x : Fin N → ι` is a function that gives each component \(k\) its state \(x_k\). The definition reads
\[
\langle f\rangle_q=\sum_x\Big(\prod_k q(x_k)\Big)f(x).
\]
Independence is built in through the product: the components do not interact, and all have the same \(q\). The sum is a true mean when \(q\) is a probability distribution, which the theorems require where they need it.

```lean
/-- The variance of an observable `f` over `N` independent draws from `q`. -/
def variance (q : ι → ℝ) {N : ℕ} (f : (Fin N → ι) → ℝ) : ℝ :=
  mean q (fun x => (f x - mean q f) ^ 2)
```

This is the usual variance, \(\langle (f-\langle f\rangle_q)^2\rangle_q\).

```lean
/-- The probability, over `N` independent draws from `q`, that `f` is at least `ε`. -/
def tailProb (q : ι → ℝ) {N : ℕ} (f : (Fin N → ι) → ℝ) (ε : ℝ) : ℝ :=
  mean q (fun x => if ε ≤ f x then 1 else 0)
```

The probability that \(f\ge\varepsilon\) is written as the mean of an indicator, which is 1 where the inequality holds and 0 elsewhere.

## The weight and two one-component constants

```lean
/-- The importance weight of a configuration of `N` components, for target `p` and
proposal `q`; the domain is `q` without zeros. -/
def weight (p q : ι → ℝ) (N : ℕ) (x : Fin N → ι) : ℝ :=
  ∏ k, p (x k) / q (x k)
```

The importance weight is
\[
W(x)=\prod_k \frac{p(x_k)}{q(x_k)}.
\]
If \(p\) and \(q\) are Boltzmann distributions for two potentials, then \(W=e^{-(u_p-u_q)}\,Z_q/Z_p\), where \(u_p\) and \(u_q\) are the total energies divided by \(k_{\mathrm B}T\), and \(Z_p\) and \(Z_q\) are the partition functions of all \(N\) components.

```lean
/-- The constant `c = ∑ p² / q` of a single component; the domain is `q` without zeros. -/
def secondMoment (p q : ι → ℝ) : ℝ := ∑ i, p i ^ 2 / q i
```

This is \(c=\sum_i p_i^2/q_i\). Since \(p_i^2/q_i=q_i(p_i/q_i)^2\), it is the second moment of the weight of one component.

```lean
/-- The overlap `∑ √(p q)` of two distributions. -/
def overlap (p q : ι → ℝ) : ℝ := ∑ i, Real.sqrt (p i * q i)
```

The overlap is \(b=\sum_i\sqrt{p_iq_i}\). It is used at the end to show how small a typical weight is.

## The constant c exceeds one

```lean
/-- For normalised `p` and `q` with `q` positive, the excess of `c` over one is
the sum of `(p - q)² / q`. -/
theorem secondMoment_sub_one {p q : ι → ℝ} (hq : ∀ i, 0 < q i)
    (hp1 : ∑ i, p i = 1) (hq1 : ∑ i, q i = 1) :
    secondMoment p q - 1 = ∑ i, (p i - q i) ^ 2 / q i := by
  have h : ∀ i, (p i - q i) ^ 2 / q i = p i ^ 2 / q i - 2 * p i + q i := by
    intro i
    have h1 : q i / q i = 1 := div_self (hq i).ne'
    linear_combination (q i - 2 * p i) * h1
  rw [Finset.sum_congr rfl (fun i _ => h i), Finset.sum_add_distrib,
    Finset.sum_sub_distrib, ← Finset.mul_sum, hp1, hq1]
  unfold secondMoment
  ring
```

The hypotheses are `hq`, that every \(q_i\) is positive, and `hp1` and `hq1`, that \(p\) and \(q\) each sum to one. Expanding the square gives
\[
\frac{(p_i-q_i)^2}{q_i}=\frac{p_i^2}{q_i}-2p_i+q_i .
\]
Summing over \(i\) gives \(c-2+1=c-1\).

In the proof, `h` is the expansion for one state, which `linear_combination` checks using \(q_i/q_i=1\). The `rw` step then splits the sum and inserts the two normalisations.

```lean
/-- For different normalised `p` and `q` with `q` positive, `c` exceeds one. -/
theorem one_lt_secondMoment {p q : ι → ℝ} (hq : ∀ i, 0 < q i)
    (hp1 : ∑ i, p i = 1) (hq1 : ∑ i, q i = 1) (hne : p ≠ q) :
    1 < secondMoment p q := by
  obtain ⟨i, hi⟩ := Function.ne_iff.mp hne
  have hsq : 0 < (p i - q i) ^ 2 :=
    lt_of_le_of_ne (sq_nonneg _) (Ne.symm (pow_ne_zero 2 (sub_ne_zero.mpr hi)))
  have hpos : 0 < ∑ j, (p j - q j) ^ 2 / q j :=
    Finset.sum_pos' (fun j _ => div_nonneg (sq_nonneg _) (hq j).le)
      ⟨i, Finset.mem_univ i, div_pos hsq (hq i)⟩
  linarith [secondMoment_sub_one hq hp1 hq1]
```

The new hypothesis `hne` says that \(p\) and \(q\) differ, so there is a state \(i\) with \(p_i\neq q_i\). In the sum for \(c-1\) no term is negative and the term at \(i\) is positive, hence \(c>1\). The proof takes the same route: `obtain` picks the state, `Finset.sum_pos'` makes the sum positive, and `linarith` combines this with the previous theorem.

## Mean and variance of the weight

```lean
/-- The mean of a product of one-component factors is the `N`-th power of the
one-component mean. -/
theorem mean_prod (q g : ι → ℝ) (N : ℕ) :
    mean q (fun x : Fin N → ι => ∏ k, g (x k)) = (∑ i, q i * g i) ^ N := by
  rw [Fintype.sum_pow]
  simp only [mean, Finset.prod_mul_distrib]
```

For a product observable, the sum over configurations factorises:
\[
\sum_x\prod_k q(x_k)g(x_k)=\Big(\sum_i q_ig_i\Big)^N .
\]
The lemma `Fintype.sum_pow` expands the power on the right into a sum over all configurations, and `simp only` matches the two sides.

```lean
/-- For positive `q`, the weighted mean of any observable under `q` is its mean under `p`. -/
theorem mean_weight_mul {p q : ι → ℝ} (hq : ∀ i, 0 < q i) {N : ℕ}
    (f : (Fin N → ι) → ℝ) :
    mean q (fun x => weight p q N x * f x) = mean p f := by
  simp only [mean, weight]
  refine Finset.sum_congr rfl fun x _ => ?_
  rw [← mul_assoc, ← Finset.prod_mul_distrib]
  congr 1
  refine Finset.prod_congr rfl fun k _ => ?_
  have := (hq (x k)).ne'
  field_simp
```

This is the reweighting identity \(\langle Wf\rangle_q=\langle f\rangle_p\). In each configuration the factors \(q(x_k)\) cancel:
\[
\prod_k q(x_k)\prod_k\frac{p(x_k)}{q(x_k)}\,f(x)=\prod_k p(x_k)\,f(x).
\]
The proof compares the sums configuration by configuration, then the products component by component, and `field_simp` does the cancellation.

```lean
/-- For normalised `p` and `q` with `q` positive, the weight of `N` components has mean one and
variance `c ^ N - 1` under `q`. -/
theorem variance_weight {p q : ι → ℝ} (hq : ∀ i, 0 < q i)
    (hp1 : ∑ i, p i = 1) (hq1 : ∑ i, q i = 1) (N : ℕ) :
    mean q (weight p q N) = 1 ∧
      variance q (weight p q N) = secondMoment p q ^ N - 1 := by
  have h0 : ∑ x : Fin N → ι, ∏ k, q (x k) = 1 := by
    rw [← Fintype.sum_pow q N, hq1, one_pow]
  -- the mean is the normalisation of the target
  have h1 : mean q (weight p q N) = 1 := by
    have h := mean_weight_mul (p := p) hq (fun _ : Fin N → ι => (1 : ℝ))
    simp only [mean, mul_one] at h ⊢
    rw [h, ← Fintype.sum_pow p N, hp1, one_pow]
  -- the second moment factorises
  have h2 : mean q (fun x => weight p q N x ^ 2) = secondMoment p q ^ N := by
    have h : (fun x : Fin N → ι => weight p q N x ^ 2)
        = fun x => ∏ k, (p (x k) / q (x k)) ^ 2 := by
      funext x
      simp only [weight, Finset.prod_pow]
    have hc : ∑ i, q i * (p i / q i) ^ 2 = secondMoment p q := by
      refine Finset.sum_congr rfl fun i _ => ?_
      have := (hq i).ne'
      field_simp
    rw [h, ← hc]
    exact mean_prod q (fun i => (p i / q i) ^ 2) N
  have e : mean q (fun x => (weight p q N x - 1) ^ 2)
      = mean q (fun x => weight p q N x ^ 2) - 2 * mean q (weight p q N)
        + ∑ x : Fin N → ι, ∏ k, q (x k) := by
    simp only [mean]
    rw [Finset.mul_sum, ← Finset.sum_sub_distrib, ← Finset.sum_add_distrib]
    exact Finset.sum_congr rfl fun x _ => by ring
  refine ⟨h1, ?_⟩
  unfold variance
  rw [h1, e, h1, h2, h0]
  ring
```

The conclusion has two parts, joined by `∧`: the mean is 1 and the variance is \(c^N-1\). For the mean, put \(f=1\) in the reweighting identity:
\[
\langle W\rangle_q=\sum_x\prod_k p(x_k)=\Big(\sum_i p_i\Big)^N=1 .
\]
The square \(W^2\) is again a product over components, so it factorises:
\[
\langle W^2\rangle_q=\Big(\sum_i q_i\frac{p_i^2}{q_i^2}\Big)^N=c^N .
\]
Expanding the squared deviation gives
\[
\langle (W-1)^2\rangle_q=\langle W^2\rangle_q-2\langle W\rangle_q+1=c^N-1 .
\]
In the code, `h0` is the normalisation of the product distribution, `h1` the mean, `h2` the second moment and `e` the expanded square. For \(N=0\) there is one empty configuration of weight 1, and the variance is 0, as the formula says.

Positivity of \(q\) matters here. Take two states with \(p=(\tfrac12,\tfrac12)\) and \(q=(1,0)\), and let \(N=1\). Only the first state is ever drawn, and its weight is \(\tfrac12\). The mean weight is then \(\tfrac12\) instead of 1 and the variance is zero: the samples agree perfectly and miss half of the target.

```lean
/-- For different normalised `p` and `q` with `q` positive, `c` exceeds one, the weight of `N`
components has mean one and variance `c ^ N - 1` under `q`, and this variance tends to infinity with
`N`. -/
theorem weight_degeneracy {p q : ι → ℝ} (hq : ∀ i, 0 < q i)
    (hp1 : ∑ i, p i = 1) (hq1 : ∑ i, q i = 1) (hne : p ≠ q) :
    1 < secondMoment p q ∧
      (∀ N, mean q (weight p q N) = 1 ∧
        variance q (weight p q N) = secondMoment p q ^ N - 1) ∧
      Tendsto (fun N => variance q (weight p q N)) atTop atTop := by
  have hc := one_lt_secondMoment hq hp1 hq1 hne
  refine ⟨hc, variance_weight hq hp1 hq1, ?_⟩
  refine (tendsto_atTop_add_const_right _ (-1)
    (tendsto_pow_atTop_atTop_of_one_lt hc)).congr fun N => ?_
  rw [(variance_weight hq hp1 hq1 N).2]
  ring
```

This theorem collects the results: \(c>1\), the mean and variance for every \(N\), and the divergence of the variance. The expression `Tendsto … atTop atTop` says that the variance eventually exceeds any bound as \(N\) grows. By hand, \(c>1\) gives \(c^N\to\infty\), and subtracting 1 does not change that. The proof takes the limit of the power from Mathlib, adds the constant \(-1\), and identifies the result with the variance.

In simulation practice this bears on reweighting from one potential to another, in the restricted case of non-interacting identical components with finitely many states. The statement concerns the full weight \(W\). An observable that depends on one component only can be reweighted with that component's factor alone, and then the growth with \(N\) does not arise.

## Most draws carry almost no weight

A large variance alone does not say what a typical draw looks like. The remaining theorems do, and they also assume `hp`, that \(p\) is nonnegative, as a probability distribution is.

```lean
/-- Two different normalised distributions, `p` nonnegative and `q` positive, have
overlap below one. -/
theorem overlap_lt_one {p q : ι → ℝ} (hp : ∀ i, 0 ≤ p i) (hq : ∀ i, 0 < q i)
    (hp1 : ∑ i, p i = 1) (hq1 : ∑ i, q i = 1) (hne : p ≠ q) :
    overlap p q < 1 := by
  obtain ⟨i, hi⟩ := Function.ne_iff.mp hne
  have hsq : 0 < (p i - q i) ^ 2 :=
    lt_of_le_of_ne (sq_nonneg _) (Ne.symm (pow_ne_zero 2 (sub_ne_zero.mpr hi)))
  -- the geometric mean lies below the arithmetic mean, strictly at `i`
  calc overlap p q < ∑ j, (p j + q j) / 2 := by
        refine Finset.sum_lt_sum (fun j _ => ?_) ⟨i, Finset.mem_univ i, ?_⟩
        · exact Real.sqrt_le_iff.mpr
            ⟨by linarith [hp j, hq j], by nlinarith [sq_nonneg (p j - q j)]⟩
        · exact (Real.sqrt_lt' (by linarith [hp i, hq i])).mpr (by nlinarith)
    _ = 1 := by
        rw [← Finset.sum_div, Finset.sum_add_distrib, hp1, hq1]
        norm_num
```

The geometric mean does not exceed the arithmetic mean, because
\[
\Big(\frac{p_i+q_i}{2}\Big)^2-p_iq_i=\frac{(p_i-q_i)^2}{4}\ge 0 ,
\]
with strict inequality where \(p_i\neq q_i\). Summing over the states gives
\[
b<\sum_i\frac{p_i+q_i}{2}=1 .
\]
The `calc` block has these two steps. `Finset.sum_lt_sum` asks for the inequality at every state and for strict inequality at one of them.

```lean
/-- For nonnegative `p`, positive `q` and `ε > 0`, the probability under `q` that the weight of `N`
components is at least `ε` is at most `b ^ N / √ε`, where `b` is the overlap. -/
theorem tailProb_weight_le {p q : ι → ℝ} (hp : ∀ i, 0 ≤ p i) (hq : ∀ i, 0 < q i)
    {ε : ℝ} (hε : 0 < ε) (N : ℕ) :
    tailProb q (weight p q N) ε ≤ overlap p q ^ N / Real.sqrt ε := by
  -- the mean of the square root of the weight
  have hG : mean q (fun x : Fin N → ι => ∏ k, Real.sqrt (p (x k) / q (x k)))
      = overlap p q ^ N := by
    have hb : ∑ i, q i * Real.sqrt (p i / q i) = overlap p q := by
      refine Finset.sum_congr rfl fun i _ => ?_
      have hi := (hq i).ne'
      have h : p i * q i = q i ^ 2 * (p i / q i) := by field_simp
      rw [h, Real.sqrt_mul (sq_nonneg _), Real.sqrt_sq (hq i).le]
    rw [← hb]
    exact mean_prod q (fun i => Real.sqrt (p i / q i)) N
  rw [le_div_iff₀ (Real.sqrt_pos.mpr hε), ← hG]
  simp only [tailProb, mean]
  rw [Finset.sum_mul]
  refine Finset.sum_le_sum fun x _ => ?_
  rw [mul_assoc]
  refine mul_le_mul_of_nonneg_left ?_ (Finset.prod_nonneg fun k _ => (hq _).le)
  have hpos : 0 ≤ ∏ k, Real.sqrt (p (x k) / q (x k)) :=
    Finset.prod_nonneg fun k _ => Real.sqrt_nonneg _
  have hsq : (∏ k, Real.sqrt (p (x k) / q (x k))) ^ 2 = weight p q N x := by
    rw [weight, ← Finset.prod_pow]
    exact Finset.prod_congr rfl fun k _ => Real.sq_sqrt (div_nonneg (hp _) (hq _).le)
  split_ifs with h
  · rw [one_mul]
    exact Real.sqrt_le_iff.mpr ⟨hpos, by rw [hsq]; exact h⟩
  · rw [zero_mul]
    exact hpos
```

The bound is
\[
P_q(W\ge\varepsilon)\le\frac{b^N}{\sqrt\varepsilon},
\]
where \(P_q\) denotes the probability under \(N\) independent draws from \(q\). It is a Markov estimate for \(\sqrt W\). Since \(q_i\sqrt{p_i/q_i}=\sqrt{p_iq_i}\), factorisation gives
\[
\langle\sqrt W\rangle_q=\Big(\sum_i q_i\sqrt{p_i/q_i}\Big)^N=b^N .
\]
Let \(\mathbf 1_{W\ge\varepsilon}\) be the indicator of the event. In every configuration
\[
\sqrt\varepsilon\,\mathbf 1_{W\ge\varepsilon}\le\sqrt W ,
\]
because the left side is \(\sqrt\varepsilon\le\sqrt W\) when the event occurs and zero otherwise. Taking the mean and dividing by \(\sqrt\varepsilon\) gives the bound.

In the proof, `hG` is the mean of \(\sqrt W\), written as a product of square roots, and `hsq` confirms that the square of this product is \(W\). The step `split_ifs` separates the two cases of the indicator.

```lean
/-- For different normalised `p` and `q`, `p` nonnegative and `q` positive, the probability
under `q` that the weight is at least a fixed `ε > 0` tends to zero as `N` grows. -/
theorem tailProb_weight_tendsto_zero {p q : ι → ℝ} (hp : ∀ i, 0 ≤ p i)
    (hq : ∀ i, 0 < q i) (hp1 : ∑ i, p i = 1) (hq1 : ∑ i, q i = 1) (hne : p ≠ q)
    {ε : ℝ} (hε : 0 < ε) :
    Tendsto (fun N => tailProb q (weight p q N) ε) atTop (𝓝 0) := by
  have hb : 0 ≤ overlap p q := Finset.sum_nonneg fun i _ => Real.sqrt_nonneg _
  have h := (tendsto_pow_atTop_nhds_zero_of_lt_one hb
    (overlap_lt_one hp hq hp1 hq1 hne)).div_const (Real.sqrt ε)
  rw [zero_div] at h
  refine squeeze_zero (fun N => ?_) (tailProb_weight_le hp hq hε) h
  refine Finset.sum_nonneg fun x _ =>
    mul_nonneg (Finset.prod_nonneg fun k _ => (hq _).le) ?_
  dsimp only
  split_ifs <;> norm_num

end

end ImportanceSampling
```

Here `𝓝 0` stands for the neighbourhoods of zero, so the conclusion is the ordinary limit \(P_q(W\ge\varepsilon)\to0\) for each fixed \(\varepsilon>0\). Since \(0\le b<1\), the bound \(b^N/\sqrt\varepsilon\) tends to zero, and `squeeze_zero` traps the probability between zero and this bound.

The mean weight nevertheless stays at 1 for every \(N\), so it is carried by configurations that \(q\) produces ever more rarely. For a fixed number \(M\) of samples, adding up the tail probabilities, a step taken here by hand and not in the code, bounds the chance that any weight reaches \(\varepsilon\) by \(Mb^N/\sqrt\varepsilon\). For large \(N\) the average weight in such a run is therefore very likely to lie below \(\varepsilon\), far from its true mean of 1 when \(\varepsilon\) is small.

```lean
#print axioms ImportanceSampling.variance_weight
#print axioms ImportanceSampling.weight_degeneracy
#print axioms ImportanceSampling.tailProb_weight_tendsto_zero
```

```
'ImportanceSampling.variance_weight' depends on axioms: [propext, Classical.choice, Quot.sound]
'ImportanceSampling.weight_degeneracy' depends on axioms: [propext, Classical.choice, Quot.sound]
'ImportanceSampling.tailProb_weight_tendsto_zero' depends on axioms: [propext, Classical.choice, Quot.sound]
```
